# The smallest number of determinants in a spin eigenfunction with M = S

Two electrons in two singly occupied orbitals, described by the single determinant αβ, are half singlet and half triplet, and no choice of coefficient repairs this. A longer expansion fails in the same way if its list of determinants is too short to hold a spin eigenfunction. This sheet finds the shortest possible length for one spatial configuration of singly occupied orbitals, kept fixed, and for the component $M=S$.

## Spin states as functions on sets of beta sites

In Lean 4 with Mathlib:

```lean
import Mathlib

open Finset

namespace SpinDeterminantCount

noncomputable section

variable {ι : Type*} [Fintype ι] [DecidableEq ι]
```

The sites form a finite type `ι`. A product basis state is the set $T$ of its beta sites, and $\psi(T)$ is its complex coefficient. With the orbital order fixed, each such state is one determinant. Raising flips one beta to alpha, so in units of $\hbar$

$$(S_+\psi)(U)=\sum_{i\notin U}\psi(U\cup\{i\}).$$

```lean
/-- The total spin raising operator (in units of ħ). A product basis state is labelled by the set
of its beta sites, and a spin state is the function of its coefficients. -/
def spinRaise (ψ : Finset ι → ℂ) : Finset ι → ℂ :=
  fun U => ∑ i ∈ Uᶜ, ψ (insert i U)
```

A fixed number $b$ of beta spins among $N$ means $M=N/2-b$. For nonzero $\psi$, the further condition $S_+\psi=0$ then means $S=M$.

```lean
/-- Every product basis state that occurs in `ψ` has exactly `b` beta spins. -/
def HasBetaCount (ψ : Finset ι → ℂ) (b : ℕ) : Prop :=
  ∀ T, ψ T ≠ 0 → T.card = b
```

The quantity to be minimised is $D(\psi)$, the number of sets with $\psi(T)\neq0$.

```lean
/-- The number of product basis states with nonzero coefficient in `ψ`. -/
def determinantCount (ψ : Finset ι → ℂ) : ℕ :=
  (univ.filter fun T => ψ T ≠ 0).card
```

The tool is the sum $C(U)=\sum_{T\supseteq U}\psi(T)$, in which beta spins are prescribed on $U$.

```lean
/-- The sum of the coefficients of all product basis states with beta spins at least on `U`. -/
def coverSum (ψ : Finset ι → ℂ) (U : Finset ι) : ℂ :=
  ∑ T, if U ⊆ T then ψ T else 0
```

## (a) Prescribing one more beta site

Let $\psi$ have $b$ beta spins. Show that

$$(b-|U|)\,C(U)=\sum_{i\notin U}C(U\cup\{i\}).$$

**Solution.** Exchange the sums on the right (`sum_comm`) and fix $T$ with $\psi(T)\ne0$. If $U\subseteq T$, then $\psi(T)$ appears once for each $i\in T\setminus U$, which is $b-|U|$ times. If $U\not\subseteq T$, it appears on neither side.

```lean
/-- For a state with `b` beta spins, adding one more prescribed beta site in all possible ways
counts each coefficient in the sum for `U` exactly `b - |U|` times. -/
theorem coverSum_step {ψ : Finset ι → ℂ} {b : ℕ} (hb : HasBetaCount ψ b) (U : Finset ι) :
    ((b : ℂ) - U.card) * coverSum ψ U = ∑ i ∈ Uᶜ, coverSum ψ (insert i U) := by
  unfold coverSum
  rw [sum_comm, mul_sum]
  refine sum_congr rfl fun T _ => ?_
  by_cases hT : ψ T = 0
  · simp [hT]
  by_cases hU : U ⊆ T
  · -- the admissible extra sites are those of `T` outside `U`
    have h1 : ∑ i ∈ Uᶜ, (if insert i U ⊆ T then ψ T else 0) = ∑ _i ∈ T \ U, ψ T := by
      rw [← sum_filter]
      refine sum_congr ?_ fun _ _ => rfl
      ext i
      simp [insert_subset_iff, hU, and_comm]
    have h2 : ((T \ U).card : ℂ) + U.card = b := by
      rw [← hb T hT]
      exact_mod_cast card_sdiff_add_card_eq_card hU
    rw [h1, sum_const, nsmul_eq_mul, if_pos hU]
    linear_combination -(ψ T) * h2
  · rw [if_neg hU, mul_zero]
    exact (sum_eq_zero fun i _ =>
      if_neg fun h => hU ((subset_insert i U).trans h)).symm
```

## (b) What the raising condition does to the sums

Let also $S_+\psi=0$. Show that $C(U)=0$ whenever $|U|<b$.

**Solution.** If $|V|=b$, the only contributing set that contains $V$ is $V$ itself, so $C(V)=\psi(V)$ (`top`). For $|U|=b-1$, part (a) therefore reads $C(U)=(S_+\psi)(U)=0$. For smaller $U$, the right side of (a) vanishes by the previous step, and $b-|U|\neq0$ can be divided out. In `main` this is an induction on $n=b-1-|U|$.

```lean
/-- If a state with `b` beta spins is annihilated by the raising operator, its coefficients sum to
zero over all basis states with beta spins at least on `U`, for each `U` of fewer than `b` sites. -/
theorem coverSum_eq_zero {ψ : Finset ι → ℂ} {b : ℕ} (hb : HasBetaCount ψ b)
    (hS : spinRaise ψ = 0) (U : Finset ι) (hU : U.card < b) : coverSum ψ U = 0 := by
  have top : ∀ V : Finset ι, V.card = b → coverSum ψ V = ψ V := by
    intro V hV
    unfold coverSum
    rw [sum_eq_single V]
    · simp
    · intro T _ hne
      by_cases hVT : V ⊆ T
      · rw [if_pos hVT]
        by_contra hT
        exact hne (eq_of_subset_of_card_le hVT (by rw [hb T hT, hV])).symm
      · exact if_neg hVT
    · intro h
      exact absurd (mem_univ V) h
  -- descend from `b - 1` prescribed sites
  have main : ∀ (n : ℕ) (U : Finset ι), U.card + n + 1 = b → coverSum ψ U = 0 := by
    intro n
    induction n with
    | zero =>
      intro U h
      have hs := coverSum_step hb U
      have h0 : ∑ i ∈ Uᶜ, coverSum ψ (insert i U) = 0 := by
        refine Eq.trans (sum_congr rfl fun i hi => top _ ?_) (congrFun hS U)
        rw [card_insert_of_notMem (mem_compl.mp hi)]
        omega
      have hc : (U.card : ℂ) + 1 = b := by exact_mod_cast h
      rw [h0] at hs
      linear_combination hs + coverSum ψ U * hc
    | succ n ih =>
      intro U h
      have hs := coverSum_step hb U
      have h0 : ∑ i ∈ Uᶜ, coverSum ψ (insert i U) = 0 := by
        refine sum_eq_zero fun i hi => ih _ ?_
        rw [card_insert_of_notMem (mem_compl.mp hi)]
        omega
      have hc : (b : ℂ) - U.card ≠ 0 := by
        rw [sub_ne_zero]
        exact_mod_cast (show b ≠ U.card by omega)
      rw [h0] at hs
      exact (mul_eq_zero.mp hs).resolve_left hc
  exact main (b - U.card - 1) U (by omega)
```

## (c) Vanishing sums force many nonzero values

Let $\psi$ be not identically zero on the subsets of a finite set $s$, with $\sum_{U\subseteq T\subseteq s}\psi(T)=0$ for all $U\subseteq s$ with $|U|<t$. Show that

$$\#\{T\subseteq s:\psi(T)\ne0\}\ \ge\ 2^t.$$

**Solution.** Use induction on $s$. For $s=\emptyset$ the only value $\psi(\emptyset)$ is nonzero, which forces $t=0$, and the count is 1.

Now add a site $a$. For $T\subseteq s$ put $\psi_0(T)=\psi(T)$ and $\psi_1(T)=\psi(T\cup\{a\})$, with sums $C_0$ and $C_1$ over $T\subseteq s$. The hypothesis gives

- $C_0(U)+C_1(U)=0$ for $|U|<t$ (`hA`);
- $C_1(U)=0$ for $|U|+1<t$ (`hB`).

If both parts are nonzero and $t\ge1$, both satisfy the hypothesis with $t-1$, and the counts add to at least $2\cdot2^{t-1}=2^t$. For $t=0$ one nonzero value suffices. If one part vanishes, `hA` gives the other the hypothesis with the full $t$.

```lean
/-- If a function on the subsets of `s` is not identically zero, and its sum over the sets
containing `U` vanishes whenever `U` has fewer than `t` sites, it has at least `2 ^ t` nonzero
values. -/
theorem two_pow_le_of_sums {κ : Type*} [DecidableEq κ] (s : Finset κ) :
    ∀ (t : ℕ) (ψ : Finset κ → ℂ), (∃ T ⊆ s, ψ T ≠ 0) →
      (∀ U ⊆ s, U.card < t → ∑ T ∈ s.powerset, (if U ⊆ T then ψ T else 0) = 0) →
      2 ^ t ≤ ∑ T ∈ s.powerset, (if ψ T ≠ 0 then 1 else 0) := by
  induction s using Finset.induction_on with
  | empty =>
    rintro t ψ ⟨T, hT, hne⟩ h
    obtain rfl := subset_empty.mp hT
    rcases Nat.eq_zero_or_pos t with rfl | ht
    · simp [hne]
    · exact absurd (by simpa using h ∅ (Subset.refl _) (by simpa using ht)) hne
  | insert a s ha ih =>
    rintro t ψ ⟨T, hT, hne⟩ h
    -- site `a` not prescribed: both parts contribute
    have hA : ∀ U ⊆ s, U.card < t → ∑ T ∈ s.powerset, (if U ⊆ T then ψ T else 0)
        + ∑ T ∈ s.powerset, (if U ⊆ T then ψ (insert a T) else 0) = 0 := by
      intro U hU hc
      have haU : a ∉ U := fun h' => ha (hU h')
      have h1 := h U (hU.trans (subset_insert a s)) hc
      rw [sum_powerset_insert ha] at h1
      simpa only [subset_insert_iff_of_notMem haU] using h1
    -- site `a` prescribed: only the part with beta on `a` contributes
    have hB : ∀ U ⊆ s, U.card + 1 < t →
        ∑ T ∈ s.powerset, (if U ⊆ T then ψ (insert a T) else 0) = 0 := by
      intro U hU hc
      have haU : a ∉ U := fun h' => ha (hU h')
      have h1 := h (insert a U) (insert_subset_insert a hU)
        (by rw [card_insert_of_notMem haU]; exact hc)
      have h2 : ∑ T ∈ s.powerset, (if insert a U ⊆ T then ψ T else 0) = 0 :=
        sum_eq_zero fun T hT => if_neg fun h' =>
          ha (mem_powerset.mp hT (h' (mem_insert_self a U)))
      rw [sum_powerset_insert ha, h2, zero_add] at h1
      refine Eq.trans (sum_congr rfl fun T _ => ?_) h1
      have h3 : insert a U ⊆ insert a T ↔ U ⊆ T := by
        rw [insert_subset_iff, subset_insert_iff_of_notMem haU]
        simp
      simp only [h3]
    rw [sum_powerset_insert ha]
    by_cases h0 : ∃ T ⊆ s, ψ T ≠ 0
    · by_cases h1 : ∃ T ⊆ s, ψ (insert a T) ≠ 0
      · have e0 := ih (t - 1) ψ h0 (fun U hU hc => by
          have h2 := hA U hU (by omega)
          rwa [hB U hU (by omega), add_zero] at h2)
        have e1 := ih (t - 1) (fun T => ψ (insert a T)) h1
          (fun U hU hc => hB U hU (by omega))
        have e2 : 2 ^ t ≤ 2 ^ (t - 1) + 2 ^ (t - 1) := by
          cases t with
          | zero => norm_num
          | succ n =>
            rw [Nat.add_sub_cancel, pow_succ]
            omega
        exact e2.trans (add_le_add e0 e1)
      · have z : ∀ U : Finset κ,
            ∑ T ∈ s.powerset, (if U ⊆ T then ψ (insert a T) else 0) = 0 := by
          refine fun U => sum_eq_zero fun T hT => ?_
          have hz : ψ (insert a T) = 0 :=
            by_contra fun hn => h1 ⟨T, mem_powerset.mp hT, hn⟩
          rw [hz, ite_self]
        have e0 := ih t ψ h0 (fun U hU hc => by
          have h2 := hA U hU hc
          rwa [z U, add_zero] at h2)
        exact e0.trans (Nat.le_add_right _ _)
    · have haT : a ∈ T := by
        by_contra hn
        exact h0 ⟨T, (subset_insert_iff_of_notMem hn).mp hT, hne⟩
      have z : ∀ U : Finset κ, ∑ T ∈ s.powerset, (if U ⊆ T then ψ T else 0) = 0 := by
        refine fun U => sum_eq_zero fun T hT => ?_
        have hz : ψ T = 0 := by_contra fun hn => h0 ⟨T, mem_powerset.mp hT, hn⟩
        rw [hz, ite_self]
      have e1 := ih t (fun T => ψ (insert a T))
        ⟨T.erase a, subset_insert_iff.mp hT, by rwa [insert_erase haT]⟩
        (fun U hU hc => by
          have h2 := hA U hU hc
          rwa [z U, zero_add] at h2)
      exact e1.trans (Nat.le_add_left _ _)
```

## (d) The lower bound

Let $\psi\neq0$ have $b$ beta spins and $S_+\psi=0$. Show that $D(\psi)\ge2^b$.

**Solution.** Take $s$ to be all sites and $t=b$ in (c). Part (b) supplies the vanishing sums.

```lean
/-- A nonzero state with exactly `b` beta spins that is annihilated by the raising operator
contains at least `2 ^ b` product basis states. -/
theorem two_pow_le_determinantCount {ψ : Finset ι → ℂ} {b : ℕ} (hψ : ψ ≠ 0)
    (hb : HasBetaCount ψ b) (hS : spinRaise ψ = 0) : 2 ^ b ≤ determinantCount ψ := by
  obtain ⟨T, hT⟩ := Function.ne_iff.mp hψ
  have h := two_pow_le_of_sums univ b ψ ⟨T, subset_univ _, hT⟩ (fun U _ hU => by
    rw [powerset_univ]
    exact coverSum_eq_zero hb hS U hU)
  rw [powerset_univ, ← card_filter] at h
  exact h
```

## A product of pair singlets

Take $b$ pairs and $m$ single spins. Pair $k$ has the sites `(k, false)` and `(k, true)`, in this order.

```lean
/-- The sites of `b` pairs of spins and `m` unpaired spins. -/
abbrev Sites (b m : ℕ) := (Fin b × Bool) ⊕ Fin m
```

Its amplitude $p_k(T)$ is $+1$ for αβ, $-1$ for βα and $0$ for parallel spins.

```lean
/-- The unnormalised singlet amplitude of pair `k`: `+1` for alpha-beta, `-1` for beta-alpha and
`0` for parallel spins. -/
def pairAmplitude {b m : ℕ} (T : Finset (Sites b m)) (k : Fin b) : ℂ :=
  (if Sum.inl (k, true) ∈ T then 1 else 0) - (if Sum.inl (k, false) ∈ T then 1 else 0)
```

The state $\Phi$ is the product of all $p_k$, with alpha on every single spin. Normalised, its nonzero coefficients are $\pm2^{-b/2}$.

```lean
/-- The unnormalised product of `b` pair singlets and `m` alpha spins. -/
def singletProduct (b m : ℕ) : Finset (Sites b m) → ℂ :=
  fun T => (∏ k, pairAmplitude T k) * ∏ j : Fin m, if Sum.inr j ∈ T then 0 else 1
```

## (e) Which determinants occur

Show that $\Phi(T)\neq0$ exactly when each pair has one beta spin and every single spin is alpha.

**Solution.** A product is nonzero exactly when all its factors are. Check the four spin patterns of a pair and the two of a single spin.

```lean
/-- A basis state occurs in the singlet product exactly when each pair has one beta spin and all
unpaired spins are alpha. -/
theorem singletProduct_ne_zero_iff {b m : ℕ} (T : Finset (Sites b m)) :
    singletProduct b m T ≠ 0 ↔
      (∀ k, Sum.inl (k, false) ∈ T ↔ Sum.inl (k, true) ∉ T) ∧ ∀ j, Sum.inr j ∉ T := by
  unfold singletProduct
  rw [mul_ne_zero_iff, prod_ne_zero_iff, prod_ne_zero_iff]
  refine and_congr (forall_congr' fun k => ?_) (forall_congr' fun j => ?_)
  · by_cases h1 : Sum.inl (k, true) ∈ T <;> by_cases h2 : Sum.inl (k, false) ∈ T <;>
      simp [pairAmplitude, h1, h2]
  · by_cases h : Sum.inr j ∈ T <;> simp [h]
```

## (f) Raising the singlet product

Show that $S_+\Phi=0$.

**Solution.** In $(S_+\Phi)(U)$, adding a beta on a single spin gives zero by (e). For the two sites of pair $k$, all other factors form a common number $R$. If the pair is αα in $U$, the two terms are $+R$ and $-R$. If it has one beta, the only term has ββ and vanishes. If it is ββ, there is no term.

```lean
/-- The raising operator annihilates the product of pair singlets and alpha spins. -/
theorem spinRaise_singletProduct (b m : ℕ) : spinRaise (singletProduct b m) = 0 := by
  funext U
  change ∑ i ∈ Uᶜ, singletProduct b m (insert i U) = 0
  have h2 : ∀ j : Fin m, singletProduct b m (insert (Sum.inr j) U) = 0 := by
    intro j
    by_contra h
    exact ((singletProduct_ne_zero_iff _).mp h).2 j (mem_insert_self _ _)
  rw [show Uᶜ = univ.filter (fun i => i ∉ U) by ext i; simp, sum_filter,
    Fintype.sum_sum_type, Fintype.sum_prod_type]
  simp only [h2, ite_self, sum_const_zero, add_zero]
  refine sum_eq_zero fun k _ => ?_
  -- raising a spin of pair `k` leaves the other factors unchanged
  obtain ⟨R, hR⟩ : ∃ R : ℂ, ∀ x : Bool, singletProduct b m (insert (Sum.inl (k, x)) U)
      = pairAmplitude (insert (Sum.inl (k, x)) U) k * R := by
    refine ⟨(∏ l ∈ univ.erase k, pairAmplitude U l) *
      ∏ j : Fin m, (if Sum.inr j ∈ U then 0 else 1), fun x => ?_⟩
    have h3 : ∏ l ∈ univ.erase k, pairAmplitude (insert (Sum.inl (k, x)) U) l
        = ∏ l ∈ univ.erase k, pairAmplitude U l := by
      refine prod_congr rfl fun l hl => ?_
      have hlk : l ≠ k := ne_of_mem_erase hl
      simp [pairAmplitude, hlk]
    unfold singletProduct
    rw [← mul_prod_erase univ (pairAmplitude (insert (Sum.inl (k, x)) U)) (mem_univ k), h3,
      mul_assoc]
    simp
  rw [Fintype.sum_bool, hR, hR]
  by_cases ht : Sum.inl (k, true) ∈ U <;> by_cases hf : Sum.inl (k, false) ∈ U <;>
    simp [pairAmplitude, ht, hf]
```

## (g) Its number of beta spins

Show that $\Phi(T)\ne0$ implies $|T|=b$.

**Solution.** By (e), each of the $b$ pairs contributes one beta and the single spins none.

```lean
/-- The product of `b` pair singlets and `m` alpha spins has exactly `b` beta spins. -/
theorem hasBetaCount_singletProduct (b m : ℕ) : HasBetaCount (singletProduct b m) b := by
  intro T hT
  obtain ⟨h1, h2⟩ := (singletProduct_ne_zero_iff T).mp hT
  have hc : T.card = ∑ i, if i ∈ T then 1 else 0 := by simp
  rw [hc, Fintype.sum_sum_type, Fintype.sum_prod_type]
  have h3 : ∀ k : Fin b, ∑ x : Bool, (if Sum.inl (k, x) ∈ T then 1 else 0) = 1 := by
    intro k
    rw [Fintype.sum_bool]
    by_cases h : Sum.inl (k, true) ∈ T <;> simp [h1 k, h]
  simp only [h3, h2, if_false, sum_const_zero, add_zero]
  simp
```

## (h) The exact minimum

Show that on $2b+m$ sites

$$\min\{D(\psi):\psi\ne0,\ b\text{ beta spins},\ S_+\psi=0\}=2^b.$$

**Solution.** `IsLeast` asks for a lower bound, which is (d), and a state that attains it. $\Phi$ is nonzero, since beta on every `(k, true)` gives a nonzero coefficient. By (e), a contributing $T$ is fixed by whether each `(k, true)` is beta, so $D(\Phi)\le2^b$, and (d) gives equality.

For $b=2$, $m=0$ the normalised state is

$$\tfrac12(\alpha\beta\alpha\beta-\alpha\beta\beta\alpha-\beta\alpha\alpha\beta+\beta\alpha\beta\alpha),$$

with four of the six determinants that have two betas. The coefficient of βααα in $S_+\Phi$ collects βααβ, βαβα and ββαα: $-\tfrac12+\tfrac12+0=0$.

For a singlet of $N=2b$ singly occupied orbitals the minimum is $2^{N/2}$, so a determinant expansion in these fixed orbitals grows exponentially with $N$.

```lean
/-- Among the nonzero states of `2b + m` spins with exactly `b` beta spins that the raising
operator annihilates, the smallest number of product basis states is `2 ^ b`. -/
theorem isLeast_determinantCount (b m : ℕ) :
    IsLeast {n | ∃ ψ : Finset (Sites b m) → ℂ, ψ ≠ 0 ∧ HasBetaCount ψ b ∧
      spinRaise ψ = 0 ∧ determinantCount ψ = n} (2 ^ b) := by
  constructor
  · have hne : singletProduct b m ≠ 0 := by
      refine Function.ne_iff.mpr ⟨univ.image fun k => Sum.inl (k, true), ?_⟩
      exact (singletProduct_ne_zero_iff _).mpr ⟨fun k => by simp, fun j => by simp⟩
    refine ⟨singletProduct b m, hne, hasBetaCount_singletProduct b m,
      spinRaise_singletProduct b m, le_antisymm ?_ (two_pow_le_determinantCount hne
        (hasBetaCount_singletProduct b m) (spinRaise_singletProduct b m))⟩
    -- a contributing basis state is fixed by one binary choice per pair
    have hcard : (univ : Finset (Fin b → Bool)).card = 2 ^ b := by simp
    rw [← hcard]
    refine card_le_card_of_injOn (fun T k => decide (Sum.inl (k, true) ∈ T))
      (fun _ _ => by simp) ?_
    intro T hT T' hT' h
    obtain ⟨h1, h2⟩ := (singletProduct_ne_zero_iff T).mp (mem_filter.mp hT).2
    obtain ⟨h1', h2'⟩ := (singletProduct_ne_zero_iff T').mp (mem_filter.mp hT').2
    have hk : ∀ k, Sum.inl (k, true) ∈ T ↔ Sum.inl (k, true) ∈ T' :=
      fun k => decide_eq_decide.mp (congrFun h k)
    ext i
    rcases i with ⟨k, x⟩ | j
    · cases x
      · rw [h1 k, h1' k, hk k]
      · exact hk k
    · exact iff_of_false (h2 j) (h2' j)
  · rintro n ⟨ψ, hψ, hb, hS, rfl⟩
    exact two_pow_le_determinantCount hψ hb hS

end

end SpinDeterminantCount
```

```lean
#print axioms SpinDeterminantCount.isLeast_determinantCount
```

```
'SpinDeterminantCount.isLeast_determinantCount' depends on axioms: [propext, Classical.choice, Quot.sound]
```
